# The generalised levels of two real orbitals with overlap |s| < 1 are the lower and upper roots of their secular equation

Two normalised orbitals have real on-site energies a and b, real coupling t and real mutual overlap s, with |s| < 1. A real energy E is a generalised level if H v = E S v has a nonzero real solution v, where H is the 2×2 Hamiltonian matrix and S the overlap matrix. The theorem `isLevel_iff` says that E is a level exactly when it equals (a + b − 2ts − √D)/(2(1 − s²)) or the same expression with +√D, where D = (a + b − 2ts)² − 4(1 − s²)(ab − t²); the two values may coincide. The attempt passes to the secular equation, factors it as 1 − s² times the differences of E from the two roots, and splits the vanishing product into three alternatives, of which the first, 1 − s² = 0, is to be ruled out.

In Lean, a first try:

```lean
import Mathlib

open Matrix

namespace IsLevelIff

noncomputable section

/-- The Hamiltonian matrix of two orbitals with on-site energies `a`, `b` and coupling `t`. -/
def hamiltonian (a b t : ℝ) : Matrix (Fin 2) (Fin 2) ℝ := !![a, t; t, b]

/-- The overlap matrix of two normalised orbitals with mutual overlap `s`. -/
def overlap (s : ℝ) : Matrix (Fin 2) (Fin 2) ℝ := !![1, s; s, 1]

/-- `E` is a generalised level if `H v = E S v` has a nonzero solution `v`. -/
def IsLevel (a b t s E : ℝ) : Prop :=
  ∃ v : Fin 2 → ℝ, v ≠ 0 ∧ hamiltonian a b t *ᵥ v = E • (overlap s *ᵥ v)

/-- The discriminant of the secular equation, as a quadratic in the energy. -/
def disc (a b t s : ℝ) : ℝ :=
  (a + b - 2 * t * s) ^ 2 - 4 * (1 - s ^ 2) * (a * b - t ^ 2)

/-- The lower root of the secular equation, for overlaps `|s| < 1`. -/
def lowerLevel (a b t s : ℝ) : ℝ :=
  (a + b - 2 * t * s - √(disc a b t s)) / (2 * (1 - s ^ 2))

/-- The upper root of the secular equation, for overlaps `|s| < 1`. -/
def upperLevel (a b t s : ℝ) : ℝ :=
  (a + b - 2 * t * s + √(disc a b t s)) / (2 * (1 - s ^ 2))

variable {a b t s : ℝ}

/-- For `|s| < 1` the quantity `1 - s²`, the determinant of the overlap matrix, is positive. -/
theorem one_sub_sq_pos (hs : |s| < 1) : 0 < 1 - s ^ 2 := by
  obtain ⟨h1, h2⟩ := abs_lt.1 hs
  nlinarith [mul_pos (show 0 < 1 - s by linarith) (show 0 < 1 + s by linarith)]

/-- An energy is a generalised level exactly when it solves the secular equation. -/
theorem isLevel_iff_secular (E : ℝ) :
    IsLevel a b t s E ↔ (a - E) * (b - E) = (t - E * s) ^ 2 := by
  have hdet : (hamiltonian a b t - E • overlap s).det
      = (a - E) * (b - E) - (t - E * s) ^ 2 := by
    rw [Matrix.det_fin_two]
    simp [hamiltonian, overlap]
    ring
  unfold IsLevel
  rw [← sub_eq_zero (a := (a - E) * (b - E)), ← hdet, ← Matrix.exists_mulVec_eq_zero_iff]
  simp only [Matrix.sub_mulVec, Matrix.smul_mulVec, sub_eq_zero]

/-- For `|s| < 1` the secular determinant factors over the lower and upper levels. -/
theorem secular_factor (hs : |s| < 1) (E : ℝ) :
    (a - E) * (b - E) - (t - E * s) ^ 2
      = (1 - s ^ 2) * ((E - lowerLevel a b t s) * (E - upperLevel a b t s)) := by
  have hp := one_sub_sq_pos hs
  have hne : 1 - s ^ 2 ≠ 0 := hp.ne'
  -- the discriminant is a sum of nonnegative terms
  have hd : 0 ≤ disc a b t s := by
    have h : disc a b t s = (2 * (1 - s ^ 2) * a - (a + b - 2 * t * s)) ^ 2
        + 4 * (1 - s ^ 2) * (t - a * s) ^ 2 := by
      unfold disc
      ring
    rw [h]
    positivity
  have hr := Real.sq_sqrt hd
  have hL : 2 * (1 - s ^ 2) * lowerLevel a b t s
      = a + b - 2 * t * s - √(disc a b t s) := by
    unfold lowerLevel
    field_simp
  have hU : 2 * (1 - s ^ 2) * upperLevel a b t s
      = a + b - 2 * t * s + √(disc a b t s) := by
    unfold upperLevel
    field_simp
  -- complete the square, then cancel the common factor
  apply mul_left_cancel₀ (mul_ne_zero (four_ne_zero (α := ℝ)) hne)
  rw [show disc a b t s = (a + b - 2 * t * s) ^ 2 - 4 * (1 - s ^ 2) * (a * b - t ^ 2)
    from rfl] at hr hL hU
  linear_combination hr
    + (2 * (1 - s ^ 2) * E - 2 * (1 - s ^ 2) * upperLevel a b t s) * hL
    + (2 * (1 - s ^ 2) * E - (a + b - 2 * t * s)
      + √((a + b - 2 * t * s) ^ 2 - 4 * (1 - s ^ 2) * (a * b - t ^ 2))) * hU

/-- For `|s| < 1` the generalised levels are exactly the lower and the upper level. -/
theorem isLevel_iff (hs : |s| < 1) (E : ℝ) :
    IsLevel a b t s E ↔ E = lowerLevel a b t s ∨ E = upperLevel a b t s := by
  rw [isLevel_iff_secular, ← sub_eq_zero, secular_factor hs, mul_eq_zero, mul_eq_zero,
    sub_eq_zero, sub_eq_zero]
  exact or_iff_right (one_sub_sq_pos hs).ne'

end

end IsLevelIff
```

The compiler's answer:

```
Main.lean:87:2: error: Type mismatch
  or_iff_right (LT.lt.ne' (one_sub_sq_pos hs))
has type
  1 - s ^ 2 = 0 ∨ ?m.51 ↔ ?m.51
but is expected to have type
  1 = s ^ 2 ∨ E = lowerLevel a b t s ∨ E - upperLevel a b t s = 0 ↔ E = lowerLevel a b t s ∨ E = upperLevel a b t s
```

As a diff, the version that Lean accepts:

```diff
@@ -84,6 +84,5 @@
     IsLevel a b t s E ↔ E = lowerLevel a b t s ∨ E = upperLevel a b t s := by
   rw [isLevel_iff_secular, ← sub_eq_zero, secular_factor hs, mul_eq_zero, mul_eq_zero,
-    sub_eq_zero, sub_eq_zero]
-  exact or_iff_right (one_sub_sq_pos hs).ne'
+    or_iff_right (one_sub_sq_pos hs).ne', sub_eq_zero, sub_eq_zero]
 
 end
```

Cause. The message says that the term given to `exact` proves an equivalence whose first alternative is `1 - s ^ 2 = 0`, while the goal has `1 = s ^ 2` there and still contains `E - upperLevel a b t s = 0`.

Both differences come from the two `sub_eq_zero` rewrites. After the product is split, three alternatives have the form "difference = 0", and the first is `1 - s ^ 2 = 0`. The first rewrite is spent on that one, the second on the lower level, and none is left for the upper level. So the first alternative no longer has the form that `or_iff_right` was given, and the rest of the left side does not match the right side.

The repair moves `or_iff_right (one_sub_sq_pos hs).ne'` into the rewrite list, before the `sub_eq_zero` steps. It removes the impossible alternative while that still reads `1 - s ^ 2 = 0`. The two `sub_eq_zero` rewrites then act on the lower and upper levels, both sides become identical, and `rw` closes the goal by reflexivity, so the `exact` line is no longer needed.
